# In a real closed-shell density matrix, the mean bond order from a site to z others is at most √(q(2−q)/z)

The density matrix \(P\) and the Hamiltonian \(H\) are kept independent here: \(P\) may be any real symmetric matrix with \(P^2=2P\), whether or not it is the ground-state density matrix of \(H\). With one orbital per site and an orthonormal site basis, the bounds therefore hold for every set of doubly occupied real orthonormal orbitals, and \(H\) enters only through the couplings of one site.

Let that site be \(i\), with population \(q=P_{ii}\), and let \(P_{ij}\) be its bond order to site \(j\). If it couples by \(-t\), with \(t>0\), to exactly \(z\ge 1\) other sites, its mean bond order to them is at most \(\sqrt{q(2-q)/z}\), and the sum of \(tP_{ij}\) over them is at most \(t\sqrt{z\,q(2-q)}\). At fixed \(t\) and fixed \(0<q<2\), the ceiling on the mean bond falls as \(1/\sqrt z\) while the ceiling on the sum grows as \(\sqrt z\). Second-moment potentials for metals give the bond energy itself a \(\sqrt z\) dependence; here that scaling is proved only for an upper bound, in a model with one orbital per site.

## Density matrix and bond energy

```lean
import Mathlib

open Finset

namespace CoordinationBondOrder

noncomputable section

variable {n : Type*} [Fintype n] [DecidableEq n]
```

The type `n` is the finite set of sites, each carrying one orbital. A periodic solid enters as a finite cluster or a finite supercell, not as an infinite crystal.

```lean
/-- A closed-shell density matrix in an orthonormal real basis: symmetric, with `P² = 2P`. -/
structure IsClosedShell (P : Matrix n n ℝ) : Prop where
  symm : P.IsSymm
  idem : P * P = (2 : ℝ) • P
```

`Matrix n n ℝ` is a real square matrix indexed by sites. `IsClosedShell P` bundles two properties: `symm` says \(P_{ij}=P_{ji}\), and `idem` says \(P^2=2P\). The factor 2 fixes the convention that \(P\) is summed over spin, so \(P/2\) projects onto the doubly occupied orbitals. Orthonormality of the basis is built in, since with overlap the condition would read \(PSP=2P\), where \(S\) is the overlap matrix.

```lean
/-- The integrated COHP of site `i`: the sum of `P i j * H i j` over all other sites `j`. -/
def siteICOHP (H P : Matrix n n ℝ) (i : n) : ℝ :=
  ∑ j ∈ univ.erase i, P i j * H i j
```

In ordinary notation this is
\[
\mathrm{ICOHP}_i=\sum_{j\neq i}P_{ij}H_{ij},
\]
where `univ.erase i` means all sites except \(i\). COHP stands for crystal orbital Hamilton population. The quantity is defined directly from \(P\), without an energy-resolved curve to integrate; it equals the integral of the COHP curve up to the Fermi level when \(P\) is built from the eigenvectors of \(H\) that are occupied up to that level. Each bond of the site is counted once; in the one-electron energy \(\operatorname{Tr}(PH)\) with symmetric \(H\), the same bond appears twice, as \(ij\) and as \(ji\).

## A fixed budget of squared bond orders

```lean
/-- Sum rule: in a closed-shell density matrix the squared bond orders from site `i` to all
other sites add up to `q (2 - q)`, where `q = P i i` is the population of the site. -/
theorem sum_sq_bondOrder {P : Matrix n n ℝ} (hP : IsClosedShell P) (i : n) :
    ∑ j ∈ univ.erase i, P i j ^ 2 = P i i * (2 - P i i) := by
  -- the diagonal element of `P² = 2P`
  have h := congrFun (congrFun hP.idem i) i
  simp only [Matrix.mul_apply, Matrix.smul_apply, smul_eq_mul] at h
  have hs : ∑ j, P i j ^ 2 = 2 * P i i := by
    rw [← h]
    exact Finset.sum_congr rfl fun j _ => by rw [hP.symm.apply i j, sq]
  have h2 : P i i ^ 2 + ∑ j ∈ univ.erase i, P i j ^ 2 = ∑ j, P i j ^ 2 :=
    Finset.add_sum_erase _ (fun j => P i j ^ 2) (Finset.mem_univ i)
  linear_combination h2 + hs
```

In a Lean theorem, the assumptions stand before the last top-level colon and the conclusion after it. Here `hP` names the assumption that \(P\) is closed-shell. By hand, take the diagonal element of \(P^2=2P\) and use symmetry:
\[
2P_{ii}=\sum_j P_{ij}P_{ji}=\sum_j P_{ij}^2
= P_{ii}^2+\sum_{j\ne i}P_{ij}^2 .
\]
Moving \(P_{ii}^2\) to the left gives \(\sum_{j\neq i}P_{ij}^2=q(2-q)\). In the proof, `h` is the diagonal element, `hs` is the sum of squares after symmetry has been used, and `h2` splits off the term \(j=i\). The last line combines them.

A sum of squares is non-negative, so \(0\le q\le 2\) follows and needs no separate assumption.

```lean
/-- The squared bond orders from site `i` to any set of other sites add up to at most
`q (2 - q)`, for a closed-shell density matrix with population `q = P i i`. -/
theorem sum_sq_neighbours_le {P : Matrix n n ℝ} (hP : IsClosedShell P) {i : n}
    {N : Finset n} (hi : i ∉ N) : ∑ j ∈ N, P i j ^ 2 ≤ P i i * (2 - P i i) := by
  rw [← sum_sq_bondOrder hP i]
  exact Finset.sum_le_sum_of_subset_of_nonneg
    (fun j hj => Finset.mem_erase.2 ⟨fun h => hi (h ▸ hj), Finset.mem_univ j⟩)
    (fun _ _ _ => sq_nonneg _)
```

`N` is a finite set of sites, and `i ∉ N` says that \(i\) is not one of them. Restricting the sum to \(N\) drops only non-negative terms, so
\[
\sum_{j\in N}P_{ij}^2\le q(2-q).
\]

```lean
/-- Second-moment bound: for arbitrary real couplings and a closed-shell density matrix, the
squared ICOHP of a site is at most the sum of its squared couplings times `q (2 - q)`. -/
theorem siteICOHP_sq_le (H : Matrix n n ℝ) {P : Matrix n n ℝ} (hP : IsClosedShell P) (i : n) :
    siteICOHP H P i ^ 2 ≤ (∑ j ∈ univ.erase i, H i j ^ 2) * (P i i * (2 - P i i)) := by
  have h := Finset.sum_mul_sq_le_sq_mul_sq (univ.erase i) (fun j => P i j) (fun j => H i j)
  rw [sum_sq_bondOrder hP i] at h
  unfold siteICOHP
  exact h.trans_eq (by ring)
```

For arbitrary real couplings, the Cauchy–Schwarz inequality and the sum rule give
\[
\Big(\sum_{j\ne i}P_{ij}H_{ij}\Big)^2
\le\Big(\sum_{j\ne i}H_{ij}^2\Big)\,q(2-q).
\]
The first factor on the right is the second moment of the site's couplings. The proof applies Cauchy–Schwarz, rewrites one factor with the sum rule, and reorders the product.

## The bounds for z equal couplings

```lean
/-- Let site `i`, with population `q` in a closed-shell density matrix, couple by `-t`, `t > 0`,
to exactly the `z ≥ 1` other sites in `N`. Then minus its ICOHP is the summed `t P i j`, its mean
bond order `b` to `N` is at most `√(q(2-q)/z)`, and the summed `t P i j` at most `t √(z q(2-q))`. -/
theorem coordination_bound {H P : Matrix n n ℝ} (hP : IsClosedShell P) {i : n}
    {N : Finset n} (hi : i ∉ N) (hne : N.Nonempty) {t b : ℝ} (ht : 0 < t)
    (hN : ∀ j ∈ N, H i j = -t) (h0 : ∀ j, j ≠ i → j ∉ N → H i j = 0)
    (hb : (N.card : ℝ) * b = ∑ j ∈ N, P i j) :
    -siteICOHP H P i = ∑ j ∈ N, t * P i j ∧
    b ≤ √(P i i * (2 - P i i) / N.card) ∧
    ∑ j ∈ N, t * P i j ≤ t * √(N.card * (P i i * (2 - P i i))) := by
  have hz : (0 : ℝ) < N.card := by exact_mod_cast hne.card_pos
  have hsub : N ⊆ univ.erase i := fun j hj =>
    Finset.mem_erase.2 ⟨fun h => hi (h ▸ hj), Finset.mem_univ j⟩
  -- only the neighbours contribute to the ICOHP
  have hE : ∑ j ∈ N, t * P i j = -siteICOHP H P i := by
    unfold siteICOHP
    rw [← Finset.sum_neg_distrib]
    calc ∑ j ∈ N, t * P i j = ∑ j ∈ N, -(P i j * H i j) :=
          Finset.sum_congr rfl fun j hj => by rw [hN j hj]; ring
      _ = ∑ j ∈ univ.erase i, -(P i j * H i j) :=
          Finset.sum_subset hsub fun j hj hjN => by
            simp [h0 j (Finset.ne_of_mem_erase hj) hjN]
  -- the second moment of the couplings is `z t²`
  have hH : ∑ j ∈ univ.erase i, H i j ^ 2 = N.card * t ^ 2 := by
    calc ∑ j ∈ univ.erase i, H i j ^ 2 = ∑ j ∈ N, H i j ^ 2 :=
          (Finset.sum_subset hsub fun j hj hjN => by
            simp [h0 j (Finset.ne_of_mem_erase hj) hjN]).symm
      _ = ∑ j ∈ N, t ^ 2 := Finset.sum_congr rfl fun j hj => by rw [hN j hj]; ring
      _ = N.card * t ^ 2 := by simp
  refine ⟨hE.symm, ?_, ?_⟩
  · -- Cauchy-Schwarz for the mean
    have hcs : (∑ j ∈ N, P i j) ^ 2 ≤ N.card * ∑ j ∈ N, P i j ^ 2 :=
      sq_sum_le_card_mul_sum_sq
    have h1 : (N.card : ℝ) * (b ^ 2 * N.card) ≤ N.card * (P i i * (2 - P i i)) := by
      calc (N.card : ℝ) * (b ^ 2 * N.card) = (N.card * b) ^ 2 := by ring
        _ ≤ N.card * ∑ j ∈ N, P i j ^ 2 := by rw [hb]; exact hcs
        _ ≤ N.card * (P i i * (2 - P i i)) :=
          mul_le_mul_of_nonneg_left (sum_sq_neighbours_le hP hi) hz.le
    have h2 : b ^ 2 ≤ P i i * (2 - P i i) / N.card :=
      (le_div_iff₀ hz).2 (le_of_mul_le_mul_left h1 hz)
    exact (le_abs_self b).trans (Real.abs_le_sqrt h2)
  · have key := siteICOHP_sq_le H hP i
    rw [hH] at key
    have h3 : |siteICOHP H P i| ≤ √(t ^ 2 * (N.card * (P i i * (2 - P i i)))) :=
      Real.abs_le_sqrt (key.trans_eq (by ring))
    rw [Real.sqrt_mul (sq_nonneg t), Real.sqrt_sq ht.le] at h3
    rw [hE]
    exact (neg_le_abs _).trans h3
```

The number of neighbours \(z\) is `N.card`, and `hne` says that it is at least one. `hN` sets \(H_{ij}=-t\) on the neighbours, and `h0` sets the couplings to all remaining sites to zero. The on-site energy \(H_{ii}\) is free. The mean bond order \(b\) is introduced by `hb`, which reads \(zb=\sum_{j\in N}P_{ij}\). For an empty \(N\) this would leave \(b\) arbitrary, and the bound on it would fail.

The conclusion has three parts, joined by `∧` ("and"). For the first, only neighbours contribute to the ICOHP:
\[
-\mathrm{ICOHP}_i=-\sum_{j\in N}P_{ij}(-t)=\sum_{j\in N}tP_{ij}.
\]
This is `hE` in the proof.

For the second, Cauchy–Schwarz on \(N\) gives
\[
(zb)^2=\Big(\sum_{j\in N}P_{ij}\Big)^2
\le z\sum_{j\in N}P_{ij}^2\le z\,q(2-q).
\]
Division by \(z^2\) yields \(b^2\le q(2-q)/z\), and hence \(b\le|b|\le\sqrt{q(2-q)/z}\). Lean cancels one factor of \(z\) from `h1` and divides by the other to reach `h2`.

For the third, the second moment is \(\sum_{j\ne i}H_{ij}^2=zt^2\), which is `hH`. The previous theorem then gives
\[
|\mathrm{ICOHP}_i|\le\sqrt{t^2\,z\,q(2-q)}=t\sqrt{z\,q(2-q)},
\]
where \(t>0\) lets the root of \(t^2\) be replaced by \(t\).

The bound concerns the mean. A single bond may exceed it if others are weaker. The ceiling also depends on \(q\), so between two coordination numbers it scales as \(1/\sqrt z\) when \(q(2-q)\) is the same and non-zero; the actual mean bond orders below the ceilings need not follow that scaling.

## When the mean reaches its ceiling

```lean
/-- Equality case: for a closed-shell density matrix, the mean bond order `b` from site `i` to a
nonempty set of `z` other sites equals `√(q(2-q)/z)` exactly when each of these bonds has that
order. -/
theorem mean_eq_bound_iff {P : Matrix n n ℝ} (hP : IsClosedShell P) {i : n}
    {N : Finset n} (hi : i ∉ N) (hne : N.Nonempty) {b : ℝ}
    (hb : (N.card : ℝ) * b = ∑ j ∈ N, P i j) :
    b = √(P i i * (2 - P i i) / N.card) ↔
      ∀ j ∈ N, P i j = √(P i i * (2 - P i i) / N.card) := by
  have hz : (0 : ℝ) < N.card := by exact_mod_cast hne.card_pos
  have hle := sum_sq_neighbours_le hP hi
  have hq : 0 ≤ P i i * (2 - P i i) :=
    (Finset.sum_nonneg fun _ _ => sq_nonneg _).trans hle
  obtain ⟨a, ha⟩ : ∃ a, a = √(P i i * (2 - P i i) / N.card) := ⟨_, rfl⟩
  have hza : (N.card : ℝ) * a ^ 2 = P i i * (2 - P i i) := by
    rw [ha, Real.sq_sqrt (div_nonneg hq hz.le)]
    field_simp
  rw [← ha]
  constructor
  · intro h j hj
    -- the variance of the bond orders vanishes
    have hc : ∑ _j ∈ N, a ^ 2 = N.card * a ^ 2 := by simp
    have hexp : ∑ j ∈ N, (P i j - a) ^ 2 =
        ∑ j ∈ N, P i j ^ 2 - 2 * a * ∑ j ∈ N, P i j + N.card * a ^ 2 := by
      rw [← hc, Finset.mul_sum, ← Finset.sum_sub_distrib, ← Finset.sum_add_distrib]
      exact Finset.sum_congr rfl fun j _ => by ring
    rw [← hb, h] at hexp
    have hj1 : (P i j - a) ^ 2 ≤ ∑ j ∈ N, (P i j - a) ^ 2 :=
      Finset.single_le_sum (f := fun j => (P i j - a) ^ 2) (fun _ _ => sq_nonneg _) hj
    have hj2 : (P i j - a) ^ 2 = 0 := le_antisymm (by nlinarith) (sq_nonneg _)
    have hj3 : P i j - a = 0 := (pow_eq_zero_iff two_ne_zero).1 hj2
    linarith
  · intro h
    apply mul_left_cancel₀ hz.ne'
    rw [hb, Finset.sum_congr rfl h]
    simp
```

The symbol `↔` means "exactly when". Write \(a=\sqrt{q(2-q)/z}\), so that \(za^2=q(2-q)\). If \(b=a\), then \(\sum_{j\in N}P_{ij}=za\), and
\[
\sum_{j\in N}(P_{ij}-a)^2
=\sum_{j\in N}P_{ij}^2-2a\,(za)+za^2
\le za^2-2za^2+za^2=0 .
\]
Every term is a square, so every \(P_{ij}\) with \(j\in N\) equals \(a\). In Lean, `hexp` is the expanded square, `hj1` bounds one term by the whole sum, and `hj2` concludes that this term is zero. Conversely, if all these bonds equal \(a\), then \(zb=za\), and cancelling \(z\) gives \(b=a\).

## A star that attains the bound

```lean
/-- An orbital on a star of one centre (`none`) and `z` equivalent ligands (`some j`), for
`z ≥ 1` and `0 ≤ q ≤ 2`. -/
def starOrbital (z : ℕ) (q : ℝ) : Option (Fin z) → ℝ
  | none => √(q / 2)
  | some _ => √((2 - q) / (2 * z))
```

`Fin z` is a set of \(z\) labels, and `Option` adds one further element, `none`. The centre is `none` and the ligands are `some j`. The orbital has amplitudes
\[
c_{\text{centre}}=\sqrt{q/2},\qquad
c_{\text{ligand}}=\sqrt{\frac{2-q}{2z}} .
\]

```lean
/-- The density matrix of the doubly occupied star orbital, for `z ≥ 1` and `0 ≤ q ≤ 2`. -/
def starDensity (z : ℕ) (q : ℝ) : Matrix (Option (Fin z)) (Option (Fin z)) ℝ :=
  Matrix.of fun i j => 2 * starOrbital z q i * starOrbital z q j
```

This is the density matrix of two electrons in that orbital, \(P_{ij}=2c_ic_j\).

```lean
/-- For `z ≥ 1` and `0 ≤ q ≤ 2` the star density is closed-shell, its centre has population `q`,
and each bond from the centre to a ligand has order `√(q(2-q)/z)`. -/
theorem starDensity_witness {z : ℕ} (hz : 0 < z) {q : ℝ} (hq0 : 0 ≤ q) (hq2 : q ≤ 2) :
    IsClosedShell (starDensity z q) ∧ starDensity z q none none = q ∧
      ∀ j, starDensity z q none (some j) = √(q * (2 - q) / z) := by
  have hz' : (0 : ℝ) < z := by exact_mod_cast hz
  have h1 : 0 ≤ q / 2 := by linarith
  have h2 : 0 ≤ (2 - q) / (2 * (z : ℝ)) := div_nonneg (by linarith) (by linarith)
  -- the star orbital is normalised
  have hnorm : ∑ s, starOrbital z q s ^ 2 = 1 := by
    have h3 : (z : ℝ) * ((2 - q) / (2 * z)) = (2 - q) / 2 := by field_simp
    rw [Fintype.sum_option]
    simp only [starOrbital]
    rw [Real.sq_sqrt h1, Real.sq_sqrt h2, Finset.sum_const, Finset.card_univ,
      Fintype.card_fin, nsmul_eq_mul, h3]
    ring
  refine ⟨⟨?_, ?_⟩, ?_, fun j => ?_⟩
  · exact Matrix.IsSymm.ext fun i j => by
      simp only [starDensity, Matrix.of_apply]
      ring
  · ext i j
    simp only [Matrix.mul_apply, Matrix.smul_apply, starDensity, Matrix.of_apply, smul_eq_mul]
    calc ∑ k, 2 * starOrbital z q i * starOrbital z q k *
            (2 * starOrbital z q k * starOrbital z q j)
        = 4 * starOrbital z q i * starOrbital z q j * ∑ k, starOrbital z q k ^ 2 := by
          rw [Finset.mul_sum]
          exact Finset.sum_congr rfl fun k _ => by ring
      _ = 2 * (2 * starOrbital z q i * starOrbital z q j) := by rw [hnorm]; ring
  · simp only [starDensity, Matrix.of_apply, starOrbital]
    linear_combination 2 * Real.mul_self_sqrt h1
  · have e : q * (2 - q) / (z : ℝ) = 2 ^ 2 * (q / 2 * ((2 - q) / (2 * z))) := by ring
    simp only [starDensity, Matrix.of_apply, starOrbital]
    rw [e, Real.sqrt_mul (by norm_num), Real.sqrt_sq (by norm_num), Real.sqrt_mul h1]
    ring
```

The orbital is normalised:
\[
\sum_s c_s^2=\frac q2+z\,\frac{2-q}{2z}=1 .
\]
\(P\) is symmetric because \(c_ic_j=c_jc_i\), and
\[
(P^2)_{ij}=\sum_k 2c_ic_k\,2c_kc_j=4c_ic_j\sum_k c_k^2=2P_{ij}.
\]
The central population is \(2\cdot q/2=q\), and each centre–ligand bond order is
\[
2\sqrt{\frac q2}\sqrt{\frac{2-q}{2z}}=\sqrt{\frac{q(2-q)}{z}} .
\]
The proof establishes the norm first, as `hnorm`, and then takes these four statements in the same order. The bound on the mean is thus attained for every \(z\ge1\) and every \(0\le q\le2\). The theorem assigns no Hamiltonian to the star, so it makes no statement about which couplings would produce this orbital.

```lean
/-- At fixed central population `0 < q < 2`, each centre-ligand bond of the star becomes strictly
weaker when the number of ligands grows. -/
theorem star_bond_weakens {z z' : ℕ} (hlt : z < z') {q : ℝ} (hq0 : 0 < q) (hq2 : q < 2)
    (j : Fin z) (j' : Fin z') :
    starDensity z' q none (some j') < starDensity z q none (some j) := by
  have hz : 0 < z := j.pos
  have hzr : (0 : ℝ) < z := by exact_mod_cast hz
  have hltr : (z : ℝ) < z' := by exact_mod_cast hlt
  have hqq : 0 < q * (2 - q) := mul_pos hq0 (by linarith)
  rw [(starDensity_witness (hz.trans hlt) hq0.le hq2.le).2.2 j',
    (starDensity_witness hz hq0.le hq2.le).2.2 j]
  apply Real.sqrt_lt_sqrt (div_nonneg hqq.le (hzr.trans hltr).le)
  rw [div_lt_div_iff₀ (hzr.trans hltr) hzr]
  exact mul_lt_mul_of_pos_left hltr hqq

end

end CoordinationBondOrder
```

Take two stars with \(z<z'\) ligands and the same central population \(0<q<2\). Since \(q(2-q)>0\),
\[
\frac{q(2-q)}{z'}<\frac{q(2-q)}{z},
\]
and the square root preserves the strict order. The proof inserts the two bond orders from the previous theorem and compares the fractions. The labels `j` and `j'` pick any ligand in each star, and the existence of `j` already implies \(z\ge1\). Here it is each individual bond that weakens, because all the ligands of a star are equivalent. At \(q=0\) or \(q=2\) the centre has no bonds at all, so nothing is left to decrease.

```lean
#print axioms CoordinationBondOrder.sum_sq_bondOrder
-- 'CoordinationBondOrder.sum_sq_bondOrder' depends on axioms: [propext, Classical.choice, Quot.sound]
#print axioms CoordinationBondOrder.coordination_bound
-- 'CoordinationBondOrder.coordination_bound' depends on axioms: [propext, Classical.choice, Quot.sound]
#print axioms CoordinationBondOrder.mean_eq_bound_iff
-- 'CoordinationBondOrder.mean_eq_bound_iff' depends on axioms: [propext, Classical.choice, Quot.sound]
#print axioms CoordinationBondOrder.star_bond_weakens
-- 'CoordinationBondOrder.star_bond_weakens' depends on axioms: [propext, Classical.choice, Quot.sound]
```
